# A DIIS step on a linear 2×2 problem can have a smaller residual than both inputs and a larger error than both

**Question**

If I treat a falling residual as proof that I am getting closer to the solution, I can accept a DIIS point that is farther away than everything I started from. I believe this already happens for a linear residual in two variables. Take F(x) = A x with A = diag(1, 1/10), so the root is 0, and the two points (1, 0) and (3/4, 5/2). DIIS should give the coefficients −1 and 2 and the point (1/2, 5), whose residual is smaller than both input residuals although the point is farther from 0 than both inputs.

Can this be made rigorous and machine-checked, including the uniqueness of the coefficients? And is there a limit to how bad it can get?

**Answer**

Yes to both, with the limit holding for linear residuals whose stiffness is bounded below. The example becomes clearer if 1/10 is replaced by a parameter ε ≠ 0.

**One stiff and one soft direction**

Let A = diag(1, ε), and take the points

x₀ = (1, 0),  x₁ = (3/4, 1/(4ε)).

Their residuals do not depend on ε:

r₀ = A x₀ = (1, 0),  r₁ = A x₁ = (3/4, 1/4).

DIIS minimises the length of c₀ r₀ + c₁ r₁ subject to c₀ + c₁ = 1. Substituting c₀ = 1 − c₁ gives

|c₀ r₀ + c₁ r₁|² = (1 − c₁/4)² + (c₁/4)² = 1/2 + (c₁ − 2)²/8.

The only minimiser is c₁ = 2, c₀ = −1. The squared residual is then 1/2, compared with 1 and 5/8 for the inputs. The extrapolated point is

−x₀ + 2x₁ = (1/2, 1/(2ε)).

The squared distances from the root are

|x₀|² = 1
|x₁|² = 9/16 + 1/(16ε²)
|−x₀ + 2x₁|² = 1/4 + 1/(4ε²).

The last exceeds the first when 1/ε² > 3, and exceeds the second when 1/ε² > 5/3. Both hold exactly when 3ε² < 1. For ε = 1/10 the three squared errors are 1, 109/16 and 101/4, so the distances are about 1, 2.61 and 5.02. The residual barely registers displacement along the soft direction, and that is where the extrapolation goes.

**A limit set by the stiffness ratio**

Now let the residual be A(x − x*) for any real square matrix A, with constants m and M such that

m|v|² ≤ |Av|² ≤ M|v|² for all v.

These constants bound how weakly and how strongly the residual responds to a displacement. Let e = Σᵢ cᵢ xᵢ − x* be the error of the DIIS point. Since the coefficients sum to one, e = Σᵢ cᵢ (xᵢ − x*), and so A e is the combined residual. Selecting a single input j is also an allowed choice of coefficients, so the minimum cannot exceed that input's residual:

m|e|² ≤ |A e|² ≤ |A(xⱼ − x*)|² ≤ M|xⱼ − x*|².

For m > 0, the squared error can therefore grow by at most the factor M/m relative to any input. In the example with ε = 1/10 we can take m = 1/100 and M = 1, which allows a factor of 100; the actual factor relative to x₀ is 25.25.

Here is the complete Lean file.

```lean
import Mathlib

open Matrix

namespace DIISResidualVersusError

noncomputable section

variable {ι n : Type*} [Fintype ι] [Fintype n]

/-- The squared Euclidean length of a real vector. -/
def sqLen (v : n → ℝ) : ℝ := v ⬝ᵥ v

/-- The linear combination of the vectors `x i` with coefficients `c i`. -/
def extrapolate (c : ι → ℝ) (x : ι → n → ℝ) : n → ℝ := ∑ i, c i • x i

/-- The coefficients `c` sum to one and minimise the length of the combined residual
among all coefficients that sum to one. -/
def IsDIIS (r : ι → n → ℝ) (c : ι → ℝ) : Prop :=
  ∑ i, c i = 1 ∧
    ∀ d : ι → ℝ, ∑ i, d i = 1 → sqLen (extrapolate c r) ≤ sqLen (extrapolate d r)

/-- The 2×2 real matrix diag(1, ε). -/
def stiffSoft (ε : ℝ) : Matrix (Fin 2) (Fin 2) ℝ := !![1, 0; 0, ε]

/-- The two input points (1, 0) and (3/4, 1/(4ε)). -/
def points (ε : ℝ) : Fin 2 → Fin 2 → ℝ := ![![1, 0], ![3 / 4, 1 / (4 * ε)]]

/-- The residuals of the two input points are (1, 0) and (3/4, 1/4) for every
nonzero `ε`. -/
theorem residuals {ε : ℝ} (hε : ε ≠ 0) :
    (fun i => stiffSoft ε *ᵥ points ε i) = ![![1, 0], ![3 / 4, 1 / 4]] := by
  ext i j
  fin_cases i <;> fin_cases j <;>
    simp [stiffSoft, points, Matrix.mulVec, dotProduct, Fin.sum_univ_two]
  field_simp

/-- The squared length of a combination of the residuals (1, 0) and (3/4, 1/4), written
out in the two coefficients. -/
theorem sqLen_combined_residual (c : Fin 2 → ℝ) :
    sqLen (extrapolate c ![![1, 0], ![3 / 4, 1 / 4]])
      = (c 0 + 3 / 4 * c 1) ^ 2 + (c 1 / 4) ^ 2 := by
  simp [sqLen, extrapolate, dotProduct, Fin.sum_univ_two]
  ring

/-- For every nonzero `ε` the DIIS coefficients of the two input points are -1 and 2,
and no others. -/
theorem isDIIS_iff {ε : ℝ} (hε : ε ≠ 0) (c : Fin 2 → ℝ) :
    IsDIIS (fun i => stiffSoft ε *ᵥ points ε i) c ↔ c = ![-1, 2] := by
  have e0 : (![-1, 2] : Fin 2 → ℝ) 0 = -1 := rfl
  have e1 : (![-1, 2] : Fin 2 → ℝ) 1 = 2 := rfl
  have es : ∑ i, (![-1, 2] : Fin 2 → ℝ) i = 1 := by
    rw [Fin.sum_univ_two, e0, e1]; norm_num
  rw [residuals hε]
  constructor
  · rintro ⟨hs, hm⟩
    have h := hm ![-1, 2] es
    rw [Fin.sum_univ_two] at hs
    have h0 : c 0 = 1 - c 1 := by linarith
    rw [sqLen_combined_residual, sqLen_combined_residual, e0, e1, h0] at h
    -- the excess over the minimum is a perfect square
    have hsq : (c 1 - 2) ^ 2 ≤ 0 := by nlinarith
    have h2 : c 1 - 2 = 0 :=
      (pow_eq_zero_iff two_ne_zero).mp (le_antisymm hsq (sq_nonneg _))
    ext i
    fin_cases i
    · change c 0 = -1
      linarith
    · change c 1 = 2
      linarith
  · rintro rfl
    refine ⟨es, fun d hd => ?_⟩
    rw [Fin.sum_univ_two] at hd
    have d0 : d 0 = 1 - d 1 := by linarith
    rw [sqLen_combined_residual, sqLen_combined_residual, e0, e1, d0]
    nlinarith [sq_nonneg (d 1 - 2)]

/-- The coefficients -1 and 2 extrapolate the two input points to (1/2, 1/(2ε)). -/
theorem extrapolate_points (ε : ℝ) :
    extrapolate ![-1, 2] (points ε) = ![1 / 2, 1 / (2 * ε)] := by
  ext j
  fin_cases j <;> simp [extrapolate, points, Fin.sum_univ_two] <;> ring

/-- The squared distances from the root 0 of the two input points and of the
extrapolated point. -/
theorem squared_errors (ε : ℝ) :
    sqLen (points ε 0) = 1 ∧
    sqLen (points ε 1) = 9 / 16 + (1 / ε) ^ 2 / 16 ∧
    sqLen (extrapolate ![-1, 2] (points ε)) = 1 / 4 + (1 / ε) ^ 2 / 4 := by
  rw [extrapolate_points]
  refine ⟨?_, ?_, ?_⟩
  · simp [sqLen, points, dotProduct, Fin.sum_univ_two]
  · simp [sqLen, points, dotProduct, Fin.sum_univ_two]
    ring
  · simp [sqLen, dotProduct, Fin.sum_univ_two]
    ring

/-- The extrapolated point lies farther from the root than both input points exactly
when 3ε² < 1. -/
theorem error_grows_iff {ε : ℝ} (hε : ε ≠ 0) :
    (∀ i, sqLen (points ε i) < sqLen (extrapolate ![-1, 2] (points ε)))
      ↔ 3 * ε ^ 2 < 1 := by
  obtain ⟨s0, s1, s2⟩ := squared_errors ε
  have hu : ε ^ 2 * (1 / ε) ^ 2 = 1 := by field_simp
  have hp : 0 < ε ^ 2 := by positivity
  rw [Fin.forall_fin_two, s0, s1, s2]
  generalize (1 / ε) ^ 2 = u at hu ⊢
  constructor
  · rintro ⟨h, -⟩
    have h3 : 0 < u - 3 := by linarith
    nlinarith [mul_pos hp h3]
  · intro h
    have h3 : 3 < u := by
      by_contra hc
      have hc' : 0 ≤ 3 - u := by linarith
      nlinarith [mul_nonneg hp.le hc']
    constructor <;> linarith

/-- The squared error of the extrapolated point is (1 + ε²)/(4ε²) times that of the
first input point, stated without division. -/
theorem error_amplification {ε : ℝ} (hε : ε ≠ 0) :
    4 * ε ^ 2 * sqLen (extrapolate ![-1, 2] (points ε))
      = (1 + ε ^ 2) * sqLen (points ε 0) := by
  obtain ⟨s0, -, s2⟩ := squared_errors ε
  have hu : ε ^ 2 * (1 / ε) ^ 2 = 1 := by field_simp
  rw [s0, s2]
  linear_combination hu

/-- For F(x) = diag(1, 1/10) x and the points (1, 0) and (3/4, 5/2), the unique DIIS
coefficients are -1 and 2. The extrapolated point (1/2, 5) has a smaller residual than
both inputs and lies farther from the root 0 than both. -/
theorem smaller_residual_larger_error :
    points (1 / 10) = ![![1, 0], ![3 / 4, 5 / 2]] ∧
    (∀ c, IsDIIS (fun i => stiffSoft (1 / 10) *ᵥ points (1 / 10) i) c ↔ c = ![-1, 2]) ∧
    extrapolate ![-1, 2] (points (1 / 10)) = ![1 / 2, 5] ∧
    (∀ i, sqLen (stiffSoft (1 / 10) *ᵥ ![1 / 2, 5])
      < sqLen (stiffSoft (1 / 10) *ᵥ points (1 / 10) i)) ∧
    (∀ i, sqLen (points (1 / 10) i) < sqLen ![1 / 2, 5]) := by
  have hx : extrapolate ![-1, 2] (points (1 / 10)) = ![1 / 2, 5] := by
    rw [extrapolate_points]; norm_num
  refine ⟨by norm_num [points], isDIIS_iff (by norm_num), hx, ?_, ?_⟩
  · intro i
    fin_cases i <;>
      norm_num [sqLen, stiffSoft, points, Matrix.mulVec, dotProduct, Fin.sum_univ_two]
  · rw [← hx]
    exact (error_grows_iff (by norm_num)).mpr (by norm_num)

/-- Let the residual be A(x - x*), where A scales squared lengths by factors between
`m` and `M`. Then `m` times the squared error of the DIIS point is at most `M` times
the squared error of any input point. -/
theorem error_bound (A : Matrix n n ℝ) {m M : ℝ}
    (hm : ∀ v, m * sqLen v ≤ sqLen (A *ᵥ v)) (hM : ∀ v, sqLen (A *ᵥ v) ≤ M * sqLen v)
    (x : ι → n → ℝ) (root : n → ℝ) (c : ι → ℝ)
    (hc : IsDIIS (fun i => A *ᵥ (x i - root)) c) (j : ι) :
    m * sqLen (extrapolate c x - root) ≤ M * sqLen (x j - root) := by
  classical
  obtain ⟨hs, hmin⟩ := hc
  -- because the coefficients sum to one, errors combine like the points
  have he : extrapolate c x - root = ∑ i, c i • (x i - root) := by
    simp only [extrapolate, smul_sub, Finset.sum_sub_distrib]
    rw [← Finset.sum_smul, hs, one_smul]
  have hA : A *ᵥ (extrapolate c x - root)
      = extrapolate c (fun i => A *ᵥ (x i - root)) := by
    rw [he]
    exact (map_sum A.mulVecLin _ _).trans
      (Finset.sum_congr rfl fun i _ => map_smul A.mulVecLin (c i) _)
  -- selecting the single input j is an admissible competitor
  have hj : extrapolate (Pi.single j 1) (fun i => A *ᵥ (x i - root))
      = A *ᵥ (x j - root) := by
    simp [extrapolate, Pi.single_apply, ite_smul]
  have hcomp := hmin (Pi.single j 1) (by simp)
  rw [hj, ← hA] at hcomp
  exact (hm _).trans (hcomp.trans (hM _))

end

end DIISResidualVersusError
```

```lean
#print axioms DIISResidualVersusError.error_amplification
#print axioms DIISResidualVersusError.smaller_residual_larger_error
#print axioms DIISResidualVersusError.error_bound
```

```
'DIISResidualVersusError.error_amplification' depends on axioms: [propext, Classical.choice, Quot.sound]
'DIISResidualVersusError.smaller_residual_larger_error' depends on axioms: [propext, Classical.choice, Quot.sound]
'DIISResidualVersusError.error_bound' depends on axioms: [propext, Classical.choice, Quot.sound]
```

**What the theorems say**

Vectors are real functions on a finite index type, and `sqLen v` is the squared Euclidean length v·v. Comparing squared lengths is equivalent to comparing lengths. `extrapolate c x` is Σᵢ cᵢ xᵢ, applied to points and to residuals alike. `IsDIIS r c` says that c sums to one and that no other sum-one coefficients give a shorter combined residual. It defines DIIS by its minimisation property, not by the linear equations usually solved to find the coefficients.

`smaller_residual_larger_error` is your example. Its five parts identify the input points, characterise the DIIS coefficients, give the extrapolated point, and compare first the residuals and then the errors with both inputs. The second part is an equivalence, `IsDIIS … c ↔ c = ![-1, 2]`, so it says both that these coefficients minimise and that no others do.

For the family, `isDIIS_iff` gives the same coefficients for every nonzero ε, `error_grows_iff` gives the threshold 3ε² < 1, and `error_amplification` gives the exact growth relative to x₀. The condition ε ≠ 0 means that the residual still responds to a displacement along the second direction.

`error_bound` is the general inequality, for any finite number of inputs in any finite dimension. The bounds `hm` and `hM` are assumptions about A, and the result limits the error only when m is positive.

All of this concerns a single extrapolation with an exactly linear residual, and the DIIS point is the extrapolated point itself, before any further update. For self-consistent-field calculations, this linear model shows why a small residual should be read together with the weakest response of the residual to a displacement, but it does not describe the course of a nonlinear iteration.

**How the proofs follow the algebra**

`residuals` computes r₀ and r₁ entry by entry, with `field_simp` cancelling ε. `sqLen_combined_residual` expands the squared length in c₀ and c₁.

In `isDIIS_iff`, the forward direction compares an arbitrary minimiser with (−1, 2). After c₀ is eliminated, `nlinarith` obtains (c₁ − 2)² ≤ 0, which forces c₁ = 2. The reverse direction uses the nonnegativity of the same square to show that (−1, 2) does at least as well as any competitor.

`extrapolate_points` and `squared_errors` supply the point and the three squared distances. `error_grows_iff` then writes u for 1/ε² and uses ε²u = 1 to pass between u > 3 and 3ε² < 1. The comparison with x₀ is the stricter one, so it alone gives the forward direction. The final example sets ε = 1/10 and checks the residuals by arithmetic.

In `error_bound`, `he` rewrites the error as a combination of input errors, and `hA` carries that combination through A by linearity. The competitor `Pi.single j 1` selects input j, and the last line chains the three inequalities.
